# Partial fractions for the susceptibility of a saturated two-level absorber

In the rotating-wave approximation, with fields varying as e^(−iωt), the steady-state susceptibility of a saturated two-level absorber is χ(z) = (i − z)/(1 + s + z²), in units of its unsaturated magnitude on resonance. Here z is the detuning ω − ω₀ in units of the dephasing rate 1/T₂, continued to complex values, and s ≥ 0 is the resonant saturation parameter, held fixed. Write a = √(1 + s). The theorem says that, for z different from ±ia, χ(z) is the sum of a term in 1/(z − ia) with coefficient −(a − 1)/(2a) and a term in 1/(z + ia) with coefficient −(a + 1)/(2a). The attempt factors the denominator as (z − ia)(z + ia), then asks `field_simp` to clear the fractions and `ring` to check the resulting identity.

An attempt in Lean 4 with a fault in it:

```lean
import Mathlib

open Filter Topology MeasureTheory Set
open scoped Real

namespace ChiPartialFractions

noncomputable section

/-- Susceptibility of a saturated two-level absorber at complex detuning `z` and saturation `s`,
on the domain `1 + s + z ^ 2 ≠ 0`. -/
def chi (s : ℝ) (z : ℂ) : ℂ := (Complex.I - z) / (1 + s + z ^ 2)

/-- For `s ≥ 0` and `z` away from `±i√(1 + s)`, the susceptibility is a sum of two simple pole
terms, the one at `i√(1 + s)` having coefficient `-(√(1 + s) - 1) / (2√(1 + s))`. -/
theorem chi_partial_fractions {s : ℝ} (hs : 0 ≤ s) {z : ℂ}
    (h1 : z - (√(1 + s) : ℝ) * Complex.I ≠ 0) (h2 : z + (√(1 + s) : ℝ) * Complex.I ≠ 0) :
    chi s z =
      -(((√(1 + s) : ℝ) - 1) / (2 * (√(1 + s) : ℝ))) / (z - (√(1 + s) : ℝ) * Complex.I)
      - (((√(1 + s) : ℝ) + 1) / (2 * (√(1 + s) : ℝ))) / (z + (√(1 + s) : ℝ) * Complex.I) := by
  obtain ⟨a, ha, ha2, hsq⟩ : ∃ a : ℝ, 0 < a ∧ a ^ 2 = 1 + s ∧ √(1 + s) = a :=
    ⟨_, Real.sqrt_pos.2 (by positivity), Real.sq_sqrt (by positivity), rfl⟩
  rw [hsq] at h1 h2 ⊢
  have hc : (a : ℂ) ^ 2 = 1 + s := by exact_mod_cast ha2
  have ha0 : (a : ℂ) ≠ 0 := by exact_mod_cast ha.ne'
  -- factor the denominator
  have hf : 1 + (s : ℂ) + z ^ 2 = (z - a * Complex.I) * (z + a * Complex.I) := by
    linear_combination -hc + (a : ℂ) ^ 2 * Complex.I_sq
  unfold chi
  rw [hf]
  field_simp
  ring

end

end ChiPartialFractions
```

Lean reports:

```
Try this:
  [apply] ring_nf
  
  The `ring` tactic failed to close the goal. Use `ring_nf` to obtain a normal form.
    
  Note that `ring` works primarily in *commutative* rings. If you have a noncommutative ring, abelian group or module, consider using `noncomm_ring`, `abel` or `module` instead.
Main.lean:20:92: error: unsolved goals
s : ℝ
hs : 0 ≤ s
z : ℂ
a : ℝ
h2 : z + ↑a * Complex.I ≠ 0
h1 : z - ↑a * Complex.I ≠ 0
ha : 0 < a
ha2 : a ^ 2 = 1 + s
hsq : √(1 + s) = a
hc : ↑a ^ 2 = 1 + ↑s
ha0 : ↑a ≠ 0
hf : 1 + ↑s + z ^ 2 = (z - ↑a * Complex.I) * (z + ↑a * Complex.I)
⊢ Complex.I * ↑a * (-(Complex.I ^ 2 * ↑a ^ 2) + z ^ 2)⁻¹ * 2 - z * ↑a * (-(Complex.I ^ 2 * ↑a ^ 2) + z ^ 2)⁻¹ * 2 =
    -(↑a * (-(Complex.I * ↑a) + z)⁻¹) - ↑a * (Complex.I * ↑a + z)⁻¹ + (-(Complex.I * ↑a) + z)⁻¹ - (Complex.I * ↑a + z)⁻¹
```

Fix (accepted with no message):

```diff
@@ -27,8 +27,15 @@
   have hf : 1 + (s : ℂ) + z ^ 2 = (z - a * Complex.I) * (z + a * Complex.I) := by
     linear_combination -hc + (a : ℂ) ^ 2 * Complex.I_sq
+  -- clear fractions with the two denominators as independent variables
+  have key : ∀ p q : ℂ, p ≠ 0 → q ≠ 0 → p = z - a * Complex.I → q = z + a * Complex.I →
+      (Complex.I - z) / (p * q)
+        = -(((a : ℂ) - 1) / (2 * a)) / p - (((a : ℂ) + 1) / (2 * a)) / q := by
+    intro p q hp hq ep eq
+    field_simp
+    rw [ep, eq]
+    ring
   unfold chi
   rw [hf]
-  field_simp
-  ring
+  exact key _ _ h1 h2 rfl rfl
 
 end
```

Diagnosis. The error is the goal left over when `ring` fails and falls back to `ring_nf`. It still contains inverses of z − ia and z + ia, so `field_simp` had not fully cleared these denominators, though `h1` and `h2` say they are nonzero. The messages don't show why it stopped short.

`ring` does not use those hypotheses to cancel the factors. On the left, moreover, the product has been multiplied out under a single inverse, which `ring` does not match with the separate inverses on the right.

The repair proves the identity first in `key`, where the denominators are variables `p` and `q` with their own nonvanishing hypotheses. `field_simp` can then clear them as single symbols. Only afterwards does `rw [ep, eq]` put back their values, leaving a polynomial identity that `ring` proves. The last line applies `key` to the actual denominators, with `h1` and `h2` for the nonvanishing and `rfl` for the two equalities.
